# Fresnel reflectivity of a sharp, non-absorbing surface: total reflection up to the critical wave number and a $q^{-4}$ tail beyond it

To put a neutron reflectivity curve from a bare substrate with positive scattering length density and negligible absorption on an absolute scale, one can correct the measured intensities for the incident beam and the illuminated area, and then divide them by their plateau at small angles, where the reflectivity is one. At large angles the curve falls steeply. For an ideally sharp surface, multiplying it by the fourth power of the wave number turns the fall into a second plateau, whose height is fixed by the critical wave number. Both plateaus are derived here from the Fresnel reflectivity of a single flat surface that is sharp and does not absorb.

Let $q>0$ be the component of the incoming wave vector along the surface normal, and let $c>0$ be its critical value. Write $R(q)$ for the reflectivity. The claim is that

- $R(q)=1$ for $0<q\le c$,
- $R(q)<1$ for $q>c$,
- $q^4R(q)\to c^4/16$ as $q\to\infty$.

## Matching the waves at the surface

The medium acts on the neutron as a constant potential $V>0$. Only the normal motion is affected, so the normal wave number $p$ inside satisfies

$$p^2=q^2-c^2,\qquad c^2=\frac{2mV}{\hbar^2}=4\pi\rho,$$

where $m$ is the neutron mass and $\rho$ the scattering length density of the medium. The constant $c$ thus stands for the height of the potential step. Of the two roots we take

$$p=\sqrt{q^2-c^2}\quad(q\ge c),\qquad p=i\sqrt{c^2-q^2}\quad(0<q<c).$$

The first describes a wave that travels into the medium, the second a wave that decays in it.

Let $z$ be the depth, with the surface at $z=0$. Outside, the wave is $e^{iqz}+r\,e^{-iqz}$, and inside it is $t\,e^{ipz}$, with reflected amplitude $r$ and transmitted amplitude $t$. Continuity of the wave and of its slope at $z=0$ gives

$$1+r=t,\qquad q(1-r)=p\,t.$$

Inserting the first equation into the second gives $r(q+p)=q-p$. Since $\operatorname{Re}p\ge0$, the real part of $q+p$ is at least $q>0$, and we may divide:

$$r=\frac{q-p}{q+p},\qquad R=|r|^2.$$

## Flux balance and total reflection

Multiply the slope condition $q(1-r)=p(1+r)$ by the complex conjugate $1+\bar r$ and take the real part. On the left, $(1-r)(1+\bar r)=1-|r|^2+(\bar r-r)$, and the last bracket is purely imaginary. Hence $q(1-R)=\operatorname{Re}p\,|1+r|^2$, or

$$R+\frac{\operatorname{Re}p}{q}\,|1+r|^2=1.$$

The second term is the fraction of the incoming flux that the transmitted wave carries away. For $0<q<c$ the wave number $p$ is imaginary, and at $q=c$ it is zero. In both cases $\operatorname{Re}p=0$, so $R=1$.

## Above the critical value

For $q\ge c$ the wave number $p$ is real and $(q-p)(q+p)=q^2-p^2=c^2$. Therefore

$$r=\frac{c^2}{(q+p)^2},\qquad R=\left(\frac{c}{q+\sqrt{q^2-c^2}}\right)^4.$$

The denominator grows strictly with $q$, so $R$ strictly decreases. It starts from $R(c)=1$ and is below one for every $q>c$.

Because $p<q$, the denominator is also smaller than $2q$, which gives $R>c^4/(16q^4)$. The right-hand side is the kinematic law, the result of treating the scattering as weak. It approaches the exact curve from below. To see this, take $q$ out of the square root:

$$q^4R=\left(\frac{c}{1+\sqrt{1-(c/q)^2}}\right)^4\longrightarrow\left(\frac c2\right)^4=\frac{c^4}{16}.$$

## Wave number, amplitude and reflectivity in Lean

Throughout the file `c` and `q` are real numbers.

```lean
import Mathlib

open Filter Topology

namespace FresnelReflectivity

noncomputable section

variable {c q : ℝ}
```

The wave number $p$ becomes a function `innerWave` with complex values. Its two cases are the two branches above, and the critical value itself belongs to the real branch.

```lean
/-- Normal wave number inside the medium, for outside wave number `q > 0` and critical
value `c > 0`: real from the critical value upwards, imaginary below it. -/
def innerWave (c q : ℝ) : ℂ :=
  if c ≤ q then ((√(q ^ 2 - c ^ 2) : ℝ) : ℂ)
  else Complex.I * ((√(c ^ 2 - q ^ 2) : ℝ) : ℂ)
```

The amplitude $r$ is the quotient of difference and sum. The real number `q` is read as a complex one here.

```lean
/-- Fresnel amplitude of the reflected wave, for `q > 0`. -/
def amplitude (c q : ℝ) : ℂ := (q - innerWave c q) / (q + innerWave c q)
```

The reflectivity is the squared modulus, a real number. The variable is the wave number $q$ itself, not the momentum transfer $Q=2q$ in which data are often plotted. The limit has the same form in both, because $c$ doubles along with $q$.

```lean
/-- Fresnel reflectivity, the squared modulus of the reflected amplitude, for `q > 0`. -/
def reflectivity (c q : ℝ) : ℝ := ‖amplitude c q‖ ^ 2
```

## The chosen root

The first theorem ties the definition to the physics: on either branch the square of `innerWave c q` is $q^2-c^2$. The proof splits along the definition. In each case the number under the root is nonnegative, so squaring the root returns it, and on the imaginary branch $i^2=-1$ supplies the sign.

```lean
/-- The squared wave number inside the medium is the outside one lowered by `c ^ 2`. -/
theorem innerWave_sq (hc : 0 < c) (hq : 0 < q) :
    innerWave c q ^ 2 = (q : ℂ) ^ 2 - (c : ℂ) ^ 2 := by
  unfold innerWave
  split_ifs with h
  · have h1 : √(q ^ 2 - c ^ 2) ^ 2 = q ^ 2 - c ^ 2 :=
      Real.sq_sqrt (sub_nonneg.mpr (pow_le_pow_left₀ hc.le h 2))
    exact_mod_cast h1
  · have h1 : √(c ^ 2 - q ^ 2) ^ 2 = c ^ 2 - q ^ 2 :=
      Real.sq_sqrt (sub_nonneg.mpr (pow_le_pow_left₀ hq.le (not_le.mp h).le 2))
    have h2 : ((√(c ^ 2 - q ^ 2) : ℝ) : ℂ) ^ 2 = (c : ℂ) ^ 2 - (q : ℂ) ^ 2 := by
      exact_mod_cast h1
    rw [mul_pow, Complex.I_sq, h2]
    ring
```

An equation for $p^2$ leaves the sign of $p$ open. The next theorem records the choice: the real part is nonnegative, so the wave does not travel back towards the surface, and the imaginary part is nonnegative, so it does not grow with depth.

```lean
/-- The wave number inside the medium has nonnegative real and imaginary parts. -/
theorem innerWave_nonneg (c q : ℝ) :
    0 ≤ (innerWave c q).re ∧ 0 ≤ (innerWave c q).im := by
  unfold innerWave
  split_ifs
  · constructor <;> simp [Real.sqrt_nonneg]
  · constructor <;> simp [Real.sqrt_nonneg]
```

## The Fresnel amplitude as the solution of the matching conditions

The left side of the following equivalence holds the two continuity conditions, for arbitrary complex `r` and `t`. The right side says that `r` is the Fresnel amplitude and `t` is one plus it. The formula is thereby shown to be the one solution of the matching problem. The conditions enter as algebraic equations; the plane waves from which they come are not objects in the file.

```lean
/-- The wave and its slope are continuous at the surface exactly when the reflected amplitude
`r` is the Fresnel amplitude and the transmitted amplitude `t` is one plus it. -/
theorem matching_iff (hq : 0 < q) (r t : ℂ) :
    (1 + r = t ∧ (q : ℂ) * (1 - r) = innerWave c q * t) ↔
      (r = amplitude c q ∧ t = 1 + amplitude c q) := by
  -- the denominator has positive real part
  have hne : (q : ℂ) + innerWave c q ≠ 0 := by
    intro h
    have h1 := congrArg Complex.re h
    simp only [Complex.add_re, Complex.ofReal_re, Complex.zero_re] at h1
    linarith [(innerWave_nonneg c q).1]
  constructor
  · rintro ⟨h1, h2⟩
    have hr : r = amplitude c q := by
      unfold amplitude
      rw [eq_div_iff hne]
      linear_combination innerWave c q * h1 - h2
    exact ⟨hr, by rw [← h1, hr]⟩
  · rintro ⟨rfl, rfl⟩
    refine ⟨rfl, ?_⟩
    have h : amplitude c q * (q + innerWave c q) = q - innerWave c q :=
      div_mul_cancel₀ _ hne
    linear_combination -h
```

The step `hne` is the argument that $q+p$ has a positive real part. In the forward direction, `eq_div_iff` turns the goal into $r(q+p)=q-p$, and `linear_combination` obtains this by eliminating $t$ from the two conditions. In the other direction the first condition is immediate, and the second follows once the quotient has been multiplied by its denominator.

## Flux balance

The factor `(innerWave c q).re / q` is $\operatorname{Re}p/q$, and `1 + amplitude c q` is the transmitted amplitude. The theorem needs only $q>0$ and covers both branches at once.

```lean
/-- Flux balance: the reflected and transmitted fractions of the incoming flux add up to one. -/
theorem flux_balance (hq : 0 < q) :
    reflectivity c q + (innerWave c q).re / q * ‖1 + amplitude c q‖ ^ 2 = 1 := by
  -- real and imaginary parts of the slope condition
  have h := ((matching_iff (c := c) hq (amplitude c q) (1 + amplitude c q)).mpr ⟨rfl, rfl⟩).2
  have hre := congrArg Complex.re h
  have him := congrArg Complex.im h
  simp only [Complex.mul_re, Complex.mul_im, Complex.sub_re, Complex.sub_im, Complex.add_re,
    Complex.add_im, Complex.one_re, Complex.one_im, Complex.ofReal_re,
    Complex.ofReal_im] at hre him
  rw [reflectivity, Complex.sq_norm, Complex.sq_norm, Complex.normSq_apply,
    Complex.normSq_apply]
  simp only [Complex.add_re, Complex.add_im, Complex.one_re, Complex.one_im]
  field_simp
  linear_combination -(1 + (amplitude c q).re) * hre - (amplitude c q).im * him
```

The proof reads `matching_iff` from right to left to recover the slope condition, then takes its real part `hre` and its imaginary part `him`. The last line multiplies the first by $1+\operatorname{Re}r$ and the second by $\operatorname{Im}r$ and adds them. This is the multiplication by $1+\bar r$ followed by taking the real part, written in components.

## Closed form, strict decrease and the kinematic bound

On the real branch the closed form holds from $q=c$ onwards.

```lean
/-- From the critical value upwards the reflectivity is the fourth power of
`c / (q + √(q ^ 2 - c ^ 2))`. -/
theorem reflectivity_above (hc : 0 < c) (h : c ≤ q) :
    reflectivity c q = (c / (q + √(q ^ 2 - c ^ 2))) ^ 4 := by
  have hs : √(q ^ 2 - c ^ 2) ^ 2 = q ^ 2 - c ^ 2 :=
    Real.sq_sqrt (sub_nonneg.mpr (pow_le_pow_left₀ hc.le h 2))
  have hpos : 0 < q + √(q ^ 2 - c ^ 2) := by
    linarith [Real.sqrt_nonneg (q ^ 2 - c ^ 2)]
  -- difference times sum of the two wave numbers is `c ^ 2`
  have hr : (q - √(q ^ 2 - c ^ 2)) / (q + √(q ^ 2 - c ^ 2))
      = (c / (q + √(q ^ 2 - c ^ 2))) ^ 2 := by
    rw [div_pow, div_eq_div_iff hpos.ne' (pow_pos hpos 2).ne']
    linear_combination (-(q + √(q ^ 2 - c ^ 2))) * hs
  have ha : amplitude c q = (((c / (q + √(q ^ 2 - c ^ 2))) ^ 2 : ℝ) : ℂ) := by
    rw [← hr]
    simp [amplitude, innerWave, h]
  rw [reflectivity, ha, Complex.norm_real, Real.norm_eq_abs, sq_abs]
  ring
```

Here `hs` is $p^2=q^2-c^2$. The step `hr` clears the denominators and uses `hs` to show that $(q-p)/(q+p)$ equals $(c/(q+p))^2$. The amplitude is then a real number, and its squared modulus is an ordinary square.

Strict decrease is stated for the function `reflectivity c` on `Set.Ici c`, the half-line of all $q\ge c$.

```lean
/-- From the critical value upwards the reflectivity strictly decreases with `q`. -/
theorem reflectivity_strictAntiOn (hc : 0 < c) :
    StrictAntiOn (reflectivity c) (Set.Ici c) := by
  intro a ha b hb hab
  have ha' : c ≤ a := ha
  have hb' : c ≤ b := hb
  have h1 : √(a ^ 2 - c ^ 2) ≤ √(b ^ 2 - c ^ 2) :=
    Real.sqrt_le_sqrt (by nlinarith)
  have h0 := Real.sqrt_nonneg (a ^ 2 - c ^ 2)
  rw [reflectivity_above hc ha', reflectivity_above hc hb']
  exact pow_lt_pow_left₀ (div_lt_div_of_pos_left hc (by linarith) (by linarith))
    (div_nonneg hc.le (by linarith)) (by norm_num)
```

For two points $a<b$ of the half-line, `h1` says that the square root does not decrease. The sum $q+p$ is therefore strictly larger at $b$, the quotient strictly smaller, and so is its fourth power.

The comparison with the kinematic law has the same structure, with $q+p<2q$ as its input.

```lean
/-- From the critical value upwards the kinematic law `c ^ 4 / (16 q ^ 4)` lies strictly below
the Fresnel reflectivity. -/
theorem kinematic_lt_reflectivity (hc : 0 < c) (h : c ≤ q) :
    c ^ 4 / (16 * q ^ 4) < reflectivity c q := by
  have hq : 0 < q := hc.trans_le h
  have h0 := Real.sqrt_nonneg (q ^ 2 - c ^ 2)
  have h1 : √(q ^ 2 - c ^ 2) < q := (Real.sqrt_lt' hq).mpr (by nlinarith)
  have h2 : c ^ 4 / (16 * q ^ 4) = (c / (2 * q)) ^ 4 := by
    rw [div_pow, mul_pow]
    norm_num
  rw [reflectivity_above hc h, h2]
  exact pow_lt_pow_left₀ (div_lt_div_of_pos_left hc (by linarith) (by linarith))
    (by positivity) (by norm_num)
```

The condition $c\le q$ matters here. At $q=c/2$ the kinematic expression equals one, and so does the reflectivity, so the strict inequality fails. At $q=c/4$ the expression gives 16, which no reflectivity can reach.

## Total reflection

The theorem assumes $0<q\le c$, from which $c>0$ follows.

```lean
/-- For `0 < q ≤ c` the reflectivity is one. -/
theorem total_reflection (hq : 0 < q) (h : q ≤ c) : reflectivity c q = 1 := by
  -- no flux is carried into the medium
  have hre : (innerWave c q).re = 0 := by
    rcases h.eq_or_lt with rfl | h
    · simp [innerWave]
    · simp [innerWave, not_le.mpr h]
  have hf := flux_balance (c := c) hq
  rw [hre] at hf
  simpa using hf
```

The step `hre` shows that the real part of the inside wave number vanishes, with $q=c$ and $q<c$ treated separately because they lie on different branches. Flux balance then reduces to $R=1$.

## The three statements together

The final theorem has the single hypothesis `hc`, that $c$ is positive, and its three parts are the three claims from the beginning. In the third, `Tendsto … atTop (𝓝 (c ^ 4 / 16))` is the limit as the real variable $q$ goes to infinity.

```lean
/-- The Fresnel reflectivity is one up to the critical value, below one beyond it, and its
product with `q ^ 4` tends to `c ^ 4 / 16` at large `q`. -/
theorem fresnel_reflectivity (hc : 0 < c) :
    (∀ q, 0 < q → q ≤ c → reflectivity c q = 1) ∧
    (∀ q, c < q → reflectivity c q < 1) ∧
    Tendsto (fun q => q ^ 4 * reflectivity c q) atTop (𝓝 (c ^ 4 / 16)) := by
  refine ⟨fun q hq h => total_reflection hq h, fun q h => ?_, ?_⟩
  · rw [← total_reflection hc le_rfl]
    exact reflectivity_strictAntiOn hc (Set.mem_Ici.mpr le_rfl) (Set.mem_Ici.mpr h.le) h
  · have h1 : Tendsto (fun q : ℝ => c / q) atTop (𝓝 0) :=
      tendsto_const_nhds.div_atTop tendsto_id
    have h2 : Tendsto (fun q : ℝ => (c / (1 + √(1 - (c / q) ^ 2))) ^ 4) atTop
        (𝓝 ((c / (1 + √(1 - 0 ^ 2))) ^ 4)) :=
      (tendsto_const_nhds.div (tendsto_const_nhds.add
        ((tendsto_const_nhds.sub (h1.pow 2)).sqrt)) (by positivity)).pow 4
    have h3 : (c / (1 + √(1 - 0 ^ 2))) ^ 4 = c ^ 4 / 16 := by
      norm_num [div_pow]
    rw [h3] at h2
    refine h2.congr' ?_
    filter_upwards [eventually_ge_atTop c] with q h
    have hq : 0 < q := hc.trans_le h
    -- take `q` out of the square root
    have h4 : √(q ^ 2 - c ^ 2) = q * √(1 - (c / q) ^ 2) := by
      have h5 : q ^ 2 - c ^ 2 = q ^ 2 * (1 - (c / q) ^ 2) := by
        field_simp
      rw [h5, Real.sqrt_mul (sq_nonneg q), Real.sqrt_sq hq.le]
    rw [reflectivity_above hc h, h4, ← mul_pow]
    have hw := Real.sqrt_nonneg (1 - (c / q) ^ 2)
    generalize √(1 - (c / q) ^ 2) = w at hw ⊢
    have hw1 : 1 + w ≠ 0 := by positivity
    congr 1
    rw [show q + q * w = q * (1 + w) by ring]
    field_simp

end

end FresnelReflectivity
```

The first part is `total_reflection`. For the second, the number one is rewritten as the reflectivity at $q=c$, and strict decrease does the rest. For the third, `h1` is the limit $c/q\to0$, and `h2` carries it through the square root, the quotient and the fourth power. The remaining lines show that this expression agrees with $q^4R(q)$ for all $q\ge c$, which suffices for a limit at infinity. The identity `h4` is the step that takes $q$ out of the square root.

Without `hc` the second part can fail. Take $c=-1$ and $q=1$. Then $c<q$ and $p=\sqrt{1-1}=0$, so $r=1$ and $R=1$, which is not below one. Only $c^2$ enters the physics, and the sign condition makes $c$ itself the critical wave number.

In quantum mechanics the same formulas describe a particle that meets a one-dimensional, sharp, real and repulsive potential step, with $q=c$ where its energy equals the height of the step. For a program that computes reflectivity from layered samples, the result supplies a test for the limiting case of one bare surface of this kind. Absorption would make $c^2$ complex, and a negative scattering length density would make it negative; neither case is treated, nor are rough surfaces, films or instrumental resolution.

```lean
#print axioms FresnelReflectivity.innerWave_sq
#print axioms FresnelReflectivity.kinematic_lt_reflectivity
#print axioms FresnelReflectivity.fresnel_reflectivity
```

```
'FresnelReflectivity.innerWave_sq' depends on axioms: [propext, Classical.choice, Quot.sound]
'FresnelReflectivity.kinematic_lt_reflectivity' depends on axioms: [propext, Classical.choice, Quot.sound]
'FresnelReflectivity.fresnel_reflectivity' depends on axioms: [propext, Classical.choice, Quot.sound]
```
